# The number of spatial configurations of N electrons in K orbitals is a coefficient of (1 + X + X²)^K

A configuration-interaction program that organises its expansion by spatial configurations can fix the length of its configuration list before generating it. For $N$ electrons in a finite set of $K$ orbitals, with no selection by symmetry, spin or excitation level, that length is the coefficient of $X^N$ in $(1+X+X^2)^K$.

In Lean 4 with Mathlib:

```lean
import Mathlib

open Polynomial

namespace SpatialConfigurations

/-- A spatial configuration: each of `K` orbitals holds zero, one or two electrons. -/
abbrev Config (K : ℕ) := Fin K → Fin 3

/-- The number of electrons in a configuration. -/
def electrons {K : ℕ} (n : Config K) : ℕ := ∑ i, (n i : ℕ)

/-- The number of singly occupied orbitals. -/
def openShells {K : ℕ} (n : Config K) : ℕ :=
  (Finset.univ.filter (fun i => n i = 1)).card

/-- The number of doubly occupied orbitals. -/
def closedShells {K : ℕ} (n : Config K) : ℕ :=
  (Finset.univ.filter (fun i => n i = 2)).card

/-- The configurations of `N` electrons in `K` orbitals. -/
def configs (K N : ℕ) : Finset (Config K) :=
  Finset.univ.filter (fun n => electrons n = N)

/-- The electron number is the number of open shells plus twice the number of closed shells. -/
theorem electrons_eq {K : ℕ} (n : Config K) :
    electrons n = openShells n + 2 * closedShells n := by
  unfold electrons openShells closedShells
  rw [Finset.card_filter, Finset.card_filter, Finset.mul_sum, ← Finset.sum_add_distrib]
  refine Finset.sum_congr rfl fun i _ => ?_
  have h : ∀ a : Fin 3, (a : ℕ) = (if a = 1 then 1 else 0) + 2 * (if a = 2 then 1 else 0) := by
    decide
  exact h (n i)

section Weighted

variable {R : Type*} [CommSemiring R]

/-- With a weight `w` for each open shell, the generating function of all configurations by
electron number is the `K`-th power of the one-orbital polynomial `1 + w X + X ^ 2`. -/
theorem generating_function (K : ℕ) (w : R) :
    (1 + C w * X + X ^ 2 : R[X]) ^ K
      = ∑ n : Config K, C (w ^ openShells n) * X ^ electrons n := by
  -- one orbital: a sum over its three occupations
  have h : (1 + C w * X + X ^ 2 : R[X])
      = ∑ a : Fin 3, C (if a = 1 then w else 1) * X ^ (a : ℕ) := by
    rw [Fin.sum_univ_three]
    simp
  rw [h, Fintype.sum_pow]
  refine Finset.sum_congr rfl fun n _ => ?_
  rw [Finset.prod_mul_distrib, Finset.prod_pow_eq_pow_sum, ← map_prod]
  simp only [openShells, electrons, Finset.prod_ite, Finset.prod_const, one_pow, mul_one]

/-- The weighted sum over the configurations of `N` electrons is the coefficient of `X ^ N`
in `(1 + w X + X ^ 2) ^ K`. -/
theorem weighted_count (K N : ℕ) (w : R) :
    ∑ n ∈ configs K N, w ^ openShells n = ((1 + C w * X + X ^ 2 : R[X]) ^ K).coeff N := by
  rw [generating_function, Polynomial.finsetSum_coeff, configs, Finset.sum_filter]
  refine Finset.sum_congr rfl fun n _ => ?_
  rw [coeff_C_mul, coeff_X_pow]
  by_cases h : electrons n = N
  · simp [h]
  · simp [h, Ne.symm h]

/-- The coefficient of `X ^ s` in `(1 + w X) ^ m` is `C(m,s) w ^ s`. -/
theorem coeff_open (w : R) (m s : ℕ) :
    ((1 + C w * X : R[X]) ^ m).coeff s = (m.choose s : R) * w ^ s := by
  induction m generalizing s with
  | zero => cases s <;> simp [coeff_one]
  | succ m ih =>
    have h : (1 + C w * X : R[X]) ^ (m + 1)
        = (1 + C w * X) ^ m + C w * ((1 + C w * X) ^ m * X) := by ring
    rw [h, coeff_add, coeff_C_mul, ih]
    cases s with
    | zero => simp
    | succ s =>
      rw [coeff_mul_X, ih, Nat.choose_succ_succ]
      push_cast
      ring

/-- The weighted sum over the configurations of `N` electrons equals the sum of `C(K,p) C(K-p,N-2p)
w ^ (N-2p)` over `2p ≤ N`. -/
theorem weighted_count_eq_sum (K N : ℕ) (w : R) :
    ∑ n ∈ configs K N, w ^ openShells n
      = ∑ p ∈ Finset.range (N / 2 + 1),
          (K.choose p : R) * ((K - p).choose (N - 2 * p) : R) * w ^ (N - 2 * p) := by
  let F : ℕ → R := fun p => if 2 * p ≤ N then
    (K.choose p : R) * ((K - p).choose (N - 2 * p) : R) * w ^ (N - 2 * p) else 0
  -- split off the doubly occupied orbitals by the binomial theorem
  have h0 : ((1 + C w * X + X ^ 2 : R[X]) ^ K).coeff N = ∑ p ∈ Finset.range (K + 1), F p := by
    rw [show (1 + C w * X + X ^ 2 : R[X]) = X ^ 2 + (1 + C w * X) by ring, add_pow,
      Polynomial.finsetSum_coeff]
    refine Finset.sum_congr rfl fun p _ => ?_
    rw [← pow_mul, coeff_mul_natCast, coeff_X_pow_mul', coeff_open]
    by_cases h : 2 * p ≤ N
    · simp only [F, if_pos h]
      ring
    · simp only [F, if_neg h, zero_mul]
  -- both ranges of `p` may be enlarged by vanishing terms
  have h1 : ∑ p ∈ Finset.range (K + 1), F p = ∑ p ∈ Finset.range (K + N + 1), F p := by
    apply Finset.sum_subset
    · intro x hx
      simp only [Finset.mem_range] at hx ⊢
      omega
    · intro p _ hp
      have hK : K < p := by
        simp only [Finset.mem_range] at hp
        omega
      simp [F, Nat.choose_eq_zero_of_lt hK]
  have h2 : ∑ p ∈ Finset.range (N / 2 + 1), F p = ∑ p ∈ Finset.range (K + N + 1), F p := by
    apply Finset.sum_subset
    · intro x hx
      simp only [Finset.mem_range] at hx ⊢
      omega
    · intro p _ hp
      have hN : ¬ 2 * p ≤ N := by
        simp only [Finset.mem_range] at hp
        omega
      simp only [F, if_neg hN]
  rw [weighted_count, h0, h1, ← h2]
  refine Finset.sum_congr rfl fun p hp => ?_
  have hN : 2 * p ≤ N := by
    simp only [Finset.mem_range] at hp
    omega
  simp only [F, if_pos hN]

end Weighted

/-- The number of spatial configurations of `N` electrons in `K` orbitals is the coefficient of
`X ^ N` in `(1 + X + X ^ 2) ^ K`, and equals the sum of `C(K,p) C(K-p,N-2p)` over `2p ≤ N`. -/
theorem card_configs (K N : ℕ) :
    (configs K N).card = ((1 + X + X ^ 2 : ℕ[X]) ^ K).coeff N ∧
    (configs K N).card
      = ∑ p ∈ Finset.range (N / 2 + 1), K.choose p * (K - p).choose (N - 2 * p) := by
  constructor
  · simpa using weighted_count K N (1 : ℕ)
  · simpa using weighted_count_eq_sum K N (1 : ℕ)

/-- Exactly `C(K,p) C(K-p,s)` configurations of `K` orbitals have `p` doubly and `s` singly
occupied orbitals. -/
theorem card_shells (K p s : ℕ) :
    (Finset.univ.filter (fun n : Config K => closedShells n = p ∧ openShells n = s)).card
      = K.choose p * (K - p).choose s := by
  -- let the open-shell weight be a variable and compare coefficients of its `s`-th power
  have h := congrArg (fun f : ℕ[X] => f.coeff s)
    (weighted_count_eq_sum K (s + 2 * p) (X : ℕ[X]))
  simp only [Polynomial.finsetSum_coeff] at h
  have hl : (Finset.univ.filter
      (fun n : Config K => closedShells n = p ∧ openShells n = s)).card
      = ∑ n ∈ configs K (s + 2 * p), ((X : ℕ[X]) ^ openShells n).coeff s := by
    simp only [coeff_X_pow]
    rw [← Finset.card_filter]
    congr 1
    ext n
    have he := electrons_eq n
    simp only [configs, Finset.mem_filter, Finset.mem_univ, true_and]
    constructor <;> rintro ⟨h1, h2⟩ <;> constructor <;> omega
  rw [hl, h, Finset.sum_eq_single p]
  · rw [← Nat.cast_mul, coeff_natCast_mul, coeff_X_pow]
    simp
  · intro q hq hne
    have hs : ¬ s = s + 2 * p - 2 * q := by
      simp only [Finset.mem_range] at hq
      omega
    rw [← Nat.cast_mul, coeff_natCast_mul, coeff_X_pow, if_neg hs, mul_zero]
  · intro hp
    exact absurd (Finset.mem_range.mpr (by omega)) hp

/-- Counting two spin directions for each open shell, the configurations of `N` electrons give
`C(2K,N)`, the number of ways to choose `N` of `2K` spin orbitals. -/
theorem sum_spin_assignments (K N : ℕ) :
    ∑ n ∈ configs K N, 2 ^ openShells n = (2 * K).choose N := by
  have h2 : (C 2 : ℕ[X]) = 2 := map_ofNat C 2
  have h : (1 + C 2 * X + X ^ 2 : ℕ[X]) = (1 + X) ^ 2 := by
    rw [h2]
    ring
  rw [weighted_count K N (2 : ℕ), h, ← pow_mul, coeff_one_add_X_pow, Nat.cast_id]

/-- Particle-hole symmetry: `N` and `M` electrons with `N + M = 2K` have equally many spatial
configurations in `K` orbitals. -/
theorem particle_hole (K N M : ℕ) (h : N + M = 2 * K) :
    (configs K N).card = (configs K M).card := by
  -- exchange empty and doubly occupied orbitals
  have key : ∀ n : Config K, electrons (fun i => (n i).rev) + electrons n = 2 * K := by
    intro n
    unfold electrons
    rw [← Finset.sum_add_distrib]
    have h2 : ∀ i ∈ (Finset.univ : Finset (Fin K)), ((n i).rev : ℕ) + (n i : ℕ) = 2 := by
      intro i _
      have := (n i).isLt
      rw [Fin.val_rev]
      omega
    rw [Finset.sum_congr rfl h2]
    simp [mul_comm]
  refine Finset.card_bij' (fun n _ => fun i => (n i).rev) (fun n _ => fun i => (n i).rev)
    ?_ ?_ ?_ ?_
  · intro n hn
    have hk := key n
    simp only [configs, Finset.mem_filter, Finset.mem_univ, true_and] at hn ⊢
    omega
  · intro n hn
    have hk := key n
    simp only [configs, Finset.mem_filter, Finset.mem_univ, true_and] at hn ⊢
    omega
  · intro n _
    funext i
    exact Fin.rev_rev (n i)
  · intro n _
    funext i
    exact Fin.rev_rev (n i)

end SpatialConfigurations
```

```lean
#print axioms SpatialConfigurations.card_configs
#print axioms SpatialConfigurations.card_shells
#print axioms SpatialConfigurations.sum_spin_assignments
#print axioms SpatialConfigurations.particle_hole
```

```
'SpatialConfigurations.card_configs' depends on axioms: [propext, Classical.choice, Quot.sound]
'SpatialConfigurations.card_shells' depends on axioms: [propext, Classical.choice, Quot.sound]
'SpatialConfigurations.sum_spin_assignments' depends on axioms: [propext, Classical.choice, Quot.sound]
'SpatialConfigurations.particle_hole' depends on axioms: [propext, Classical.choice, Quot.sound]
```

## Configurations as occupation functions

A spatial configuration says how many electrons each orbital holds, without saying which spins they have. In the file it is a function `Fin K → Fin 3`: `Fin K` labels the orbitals, and `Fin 3` contains the values 0, 1 and 2. The upper limit of two is the Pauli principle for an orbital with two spin states; it is built into the type.

For a configuration $n$ with occupations $n_i$, `electrons n` is $\sum_i n_i$. The numbers of singly and doubly occupied orbitals, `openShells n` and `closedShells n`, are written $o(n)$ and $c(n)$ below. The finite set `configs K N` contains the configurations with $N$ electrons.

The theorem `card_configs` gives the size of this set in two ways:

$$|\mathrm{configs}(K,N)| = [X^N]\,(1+X+X^2)^K = \sum_{2p\le N}\binom{K}{p}\binom{K-p}{N-2p},$$

where $[X^N]$ takes the coefficient of $X^N$. In the comments of the file, `C(K,p)` denotes the binomial coefficient $\binom{K}{p}$; in the code, `C w` is the constant polynomial $w$. The summation range `Finset.range (N / 2 + 1)` uses integer division, so it contains exactly the $p$ with $2p\le N$. Terms with $p>K$ vanish through their first binomial coefficient.

For two electrons in two orbitals, $(1+X+X^2)^2 = 1+2X+3X^2+2X^3+X^4$ gives three configurations: $(1,1)$, $(2,0)$ and $(0,2)$. The sum gives $1+2$, from $p=0$ and $p=1$.

These are numbers of occupation patterns, not of many-electron states. No Hamiltonian or wave function enters, and a calculation at fixed total spin or spatial symmetry may need only some of the patterns.

## One factor for each orbital

Give every open shell a weight $w$. A single orbital then contributes

$$1+wX+X^2=\sum_{a=0}^{2}u_aX^a,\qquad u_0=u_2=1,\quad u_1=w,$$

with the exponent recording its electrons. Multiplying $K$ such factors means choosing one occupation for each orbital, which is the choice of a configuration:

$$(1+wX+X^2)^K=\sum_n\prod_i u_{n_i}X^{n_i}=\sum_n w^{o(n)}X^{\sum_i n_i}.$$

This is `generating_function`; `Fintype.sum_pow` carries out the expansion. Reading off the coefficient of $X^N$ leaves only the configurations with $N$ electrons, which is `weighted_count`:

$$\sum_{n\in\mathrm{configs}(K,N)}w^{o(n)}=[X^N]\,(1+wX+X^2)^K.$$

## Separating the doubly occupied orbitals

The binomial theorem, applied to $X^2+(1+wX)$, gives

$$(1+wX+X^2)^K=\sum_{p=0}^{K}\binom{K}{p}X^{2p}(1+wX)^{K-p}.$$

The coefficient of $X^s$ in $(1+wX)^m$ is $\binom{m}{s}w^s$. The lemma `coeff_open` proves this by induction on $m$. The constant coefficient is always 1, and for the others

$$\binom{m}{s+1}w^{s+1}+w\binom{m}{s}w^s=\binom{m+1}{s+1}w^{s+1}$$

by Pascal's rule. In the expansion above, the term with index $p$ therefore contributes to $X^N$ only if $2p\le N$, and then with $s=N-2p$ and $m=K-p$:

$$\sum_{n\in\mathrm{configs}(K,N)}w^{o(n)}=\sum_{2p\le N}\binom{K}{p}\binom{K-p}{N-2p}w^{N-2p}.$$

This is `weighted_count_eq_sum`. The binomial theorem sums over $p\le K$, while the statement sums over $2p\le N$. The proof extends both sums to $p\le K+N$, where every added term is zero. Setting $w=1$ in the two weighted formulas gives both parts of `card_configs`.

## Resolving the count by shells

The weight may lie in any commutative semiring, so it may itself be a polynomial variable. That choice gives `card_shells`: exactly $\binom{K}{p}\binom{K-p}{s}$ configurations have $p$ closed and $s$ open shells.

The proof takes $N=s+2p$ and compares coefficients of $w^s$. On the left, this selects the configurations with $o(n)=s$ and $N$ electrons. Since every occupation equals 1 for an open shell, 2 for a closed one and 0 otherwise,

$$\sum_i n_i=o(n)+2c(n),$$

which is `electrons_eq`; the selected configurations therefore have $c(n)=p$. On the right, with $q$ as the summation index, the power of $w$ is $s+2p-2q$, which equals $s$ only for $q=p$. The result agrees with direct selection: choose $p$ orbitals to fill twice, then $s$ of the remaining $K-p$ to fill once.

## Restoring the spins

An open shell can hold its electron with either spin, while an empty or doubly occupied orbital leaves no choice. A configuration thus corresponds to $2^{o(n)}$ Slater determinants when all spin projections are admitted. With $w=2$ the one-orbital polynomial becomes a square, $1+2X+X^2=(1+X)^2$, and hence

$$\sum_{n\in\mathrm{configs}(K,N)}2^{o(n)}=[X^N]\,(1+X)^{2K}=\binom{2K}{N}.$$

This is `sum_spin_assignments`. The right-hand side is the number of ways to occupy $N$ of $2K$ spin orbitals. The theorem is the numerical identity; the determinants are its physical reading and are not constructed in the file. In the example of two electrons in two orbitals, $(1,1)$ contributes four and the two closed-shell configurations one each, for a total of $\binom{4}{2}=6$.

## Exchanging electrons and holes

Replacing each $n_i$ by $2-n_i$ exchanges empty and doubly occupied orbitals and leaves the open shells alone. The new electron number is

$$\sum_i(2-n_i)=2K-N.$$

Doing this twice restores the original configuration, so the map is a bijection between the configurations of $N$ electrons and those of $M=2K-N$. In `particle_hole` the replacement is `Fin.rev`, and `Finset.card_bij'` turns the bijection into equality of the two counts. The symmetry concerns the number of configurations; it implies nothing about their energies.
